# Two spectra with no common level and equal Chebyshev moments below order $N$

Take three levels at energies $1, 0, -1$ with weights $\tfrac14, \tfrac12, \tfrac14$, and separate them into the outer pair and the middle level. Each part has total weight $\tfrac12$ and mean energy zero, so the moments of $T_0(x)=1$ and $T_1(x)=x$ agree. The next Chebyshev polynomial, $T_2(x)=2x^2-1$, equals $1$ on the outer levels and $-1$ on the middle one. Its moments are therefore $\tfrac12$ and $-\tfrac12$, which differ by one.

This is the case $N=2$ of a family. For $N\ge 1$ and $0\le k\le N$, let $\theta_k=\pi k/N$ and $x_k=\cos\theta_k$, and let the weight $w_k$ be $1/N$, halved at $k=0$ and $k=N$. The even spectrum consists of the levels with even $k$, the odd spectrum of those with odd $k$. Their Chebyshev moments agree at every order below $N$ and differ by one at order $N$. For these finite model spectra, a kernel polynomial reconstruction that uses only the moments of order below $N$ returns the same density of states for both, whatever damping kernel is chosen, provided that the same kernel and the same energy scale are used for the two spectra.

## Energies scaled to $[-1,1]$

Writing each energy as a cosine assumes that the spectrum has been shifted and rescaled into $[-1,1]$, as a Chebyshev expansion requires. By hand, this gives $T_n(x_k)=\cos(n\theta_k)$ and turns moments into sums of cosines. In the proof, the same identity enters as `Polynomial.Chebyshev.T_real_cos`. Outside the interval, $T_n$ is no longer a cosine of a real angle and grows rapidly with $n$.

```lean
import Mathlib

open Real

namespace IndistinguishableSpectra

noncomputable section

/-- The energy of level `k`, in units where the band is `[-1, 1]`. -/
def level (N k : ℕ) : ℝ := cos (π * k / N)
```

## Half weight at the band edges

The weights have a simple physical reading. A ring with periodic boundary conditions, the $2N$ allowed momenta $q=\pi k/N$ for $0\le k<2N$, and dispersion $\cos q$ has exactly these energies. Interior levels are doubly degenerate and the two edges are not, so the density of states per momentum gives $1/N$ inside and $1/(2N)$ at the edges.

```lean
/-- The spectral weight of level `k`: `1/N`, halved at the two band edges. -/
def weight (N k : ℕ) : ℝ := if k = 0 ∨ k = N then 1 / (2 * (N : ℝ)) else 1 / (N : ℝ)
```

The two spectra enter through weighted sums of a polynomial `p` over their levels. A Chebyshev moment is such a sum with `p` equal to $T_n$.

```lean
/-- The weighted sum of a polynomial in the energy over the levels with even `k`. -/
def evenAverage (N : ℕ) (p : Polynomial ℝ) : ℝ :=
  ∑ k ∈ (Finset.range (N + 1)).filter (fun k => Even k), weight N k * p.eval (level N k)

/-- The weighted sum of a polynomial in the energy over the levels with odd `k`. -/
def oddAverage (N : ℕ) (p : Polynomial ℝ) : ℝ :=
  ∑ k ∈ (Finset.range (N + 1)).filter (fun k => Odd k), weight N k * p.eval (level N k)
```

These sums are not divided by the total weight of the spectrum, which is $\tfrac12$ for each. At order $N$ the moments are $\tfrac12$ and $-\tfrac12$; for spectra normalised to unit weight they would be $1$ and $-1$, with difference $2$.

Subtracting the odd sum from the even one leaves a single sum over all levels with sign $(-1)^k$:

$$D_n=\sum_{k=0}^{N} w_k(-1)^k\cos(n\theta_k).$$

`average_sub` proves this for any polynomial by treating even and odd $k$ separately.

```lean
/-- The difference of the even and odd averages is an alternating sum over all levels. -/
theorem average_sub (N : ℕ) (p : Polynomial ℝ) :
    evenAverage N p - oddAverage N p =
      ∑ k ∈ Finset.range (N + 1), weight N k * ((-1) ^ k * p.eval (level N k)) := by
  rw [evenAverage, oddAverage, Finset.sum_filter, Finset.sum_filter, ← Finset.sum_sub_distrib]
  refine Finset.sum_congr rfl fun k _ => ?_
  rcases Nat.even_or_odd k with h | h
  · rw [if_pos h, if_neg (Nat.not_odd_iff_even.2 h), h.neg_one_pow]
    ring
  · rw [if_neg (Nat.not_even_iff_odd.2 h), if_pos h, h.neg_one_pow]
    ring
```

The halved ends make a weighted sum trapezoidal:

$$\sum_{k=0}^{N}w_kf_k=\frac1{2N}\sum_{k=0}^{N-1}(f_k+f_{k+1}).$$

On the right, each interior value appears twice and each end value once. The proof of `sum_weight_mul` splits off the first and last terms and compares what remains.

```lean
/-- A sum with the spectral weights is a trapezoidal sum over neighbouring levels. -/
theorem sum_weight_mul (N : ℕ) (hN : 1 ≤ N) (f : ℕ → ℝ) :
    ∑ k ∈ Finset.range (N + 1), weight N k * f k =
      (∑ k ∈ Finset.range N, (f k + f (k + 1))) / (2 * (N : ℝ)) := by
  obtain ⟨M, rfl⟩ : ∃ M, N = M + 1 := ⟨N - 1, by omega⟩
  have h : ∀ k ∈ Finset.range M,
      weight (M + 1) (k + 1) * f (k + 1) = f (k + 1) / ((M + 1 : ℕ) : ℝ) := by
    intro k hk
    have hk' := Finset.mem_range.1 hk
    rw [weight, if_neg (by omega)]
    ring
  have h0 : weight (M + 1) 0 = 1 / (2 * ((M + 1 : ℕ) : ℝ)) := if_pos (Or.inl rfl)
  have h1 : weight (M + 1) (M + 1) = 1 / (2 * ((M + 1 : ℕ) : ℝ)) := if_pos (Or.inr rfl)
  rw [Finset.sum_range_succ (fun k => weight (M + 1) k * f k) (M + 1),
    Finset.sum_range_succ' (fun k => weight (M + 1) k * f k) M,
    Finset.sum_congr rfl h, h0, h1, Finset.sum_add_distrib, Finset.sum_range_succ' f M,
    Finset.sum_range_succ (fun k => f (k + 1)) M, ← Finset.sum_div]
  generalize ((M + 1 : ℕ) : ℝ) = c
  ring
```

With full weight $1/N$ at the edges, $D_n$ would gain the term $\frac{1}{2N}\left(1+(-1)^{n+N}\right)$. The moments would then disagree by $1/N$ at every order below $N$ with the same parity as $N$. For $N=2$ this already happens at order zero, where the total weights become $1$ and $\tfrac12$.

## At least one interval, and an integer frequency

The condition $N\ge1$ says that there are two distinct band edges. Integer frequencies come from the integer order of the Chebyshev polynomials. Both are used below to show that only the values zero and one occur for

$$C_m=\sum_{k=0}^{N} w_k\cos(m\theta_k).$$

Set $b=m\pi/(2N)$, so that $m\theta_k=2kb$. Two neighbouring cosines add up to

$$\cos(2kb)+\cos(2(k+1)b)=2\cos b\,\cos((2k+1)b).$$

Since $2\sin b\cos((2k+1)b)=\sin(2(k+1)b)-\sin(2kb)$, multiplication by $\sin b$ makes the sum telescope:

$$\sin b\sum_{k=0}^{N-1}\left[\cos(2kb)+\cos(2(k+1)b)\right]=\cos b\,\sin(2Nb)=\cos b\,\sin(m\pi)=0.$$

`telescope` proves the first equality for any number of terms by induction, using the addition and double-angle formulas.

```lean
/-- Multiplied by `sin b`, the sum of neighbouring pairs of cosines at spacing `2 * b` telescopes to
`cos b * sin (n * (2 * b))`. -/
theorem telescope (b : ℝ) (n : ℕ) :
    sin b * ∑ k ∈ Finset.range n, (cos (k * (2 * b)) + cos (((k + 1 : ℕ) : ℝ) * (2 * b))) =
      cos b * sin (n * (2 * b)) := by
  induction n with
  | zero => simp
  | succ n ih =>
    have e : ((n + 1 : ℕ) : ℝ) * (2 * b) = n * (2 * b) + 2 * b := by push_cast; ring
    rw [Finset.sum_range_succ, mul_add, ih, e, cos_add, sin_add, cos_two_mul, sin_two_mul]
    linear_combination (-2 * cos b * sin (n * (2 * b))) * sin_sq_add_cos_sq b
```

If $\sin b\ne0$, then $C_m=0$. If $\sin b=0$, then $2N$ divides $m$, every cosine equals one, and $C_m=2N/(2N)=1$. The two branches of `sum_weight_cos` are these two cases, in the opposite order.

The case distinction is where a derivation by hand can go wrong. Dividing by $\sin b$ at once gives $C_m=0$ for every integer $m$, and the difference at order $N$ disappears with it.

```lean
/-- The weighted sum of `cos (m π k / N)` over all levels is one if `2N` divides `m`, and
zero otherwise. -/
theorem sum_weight_cos (N : ℕ) (hN : 1 ≤ N) (m : ℤ) :
    ∑ k ∈ Finset.range (N + 1), weight N k * cos (m * (π * k / N)) =
      if (2 * N : ℤ) ∣ m then 1 else 0 := by
  have hN0 : (N : ℝ) ≠ 0 := Nat.cast_ne_zero.2 (by omega)
  rw [sum_weight_mul N hN (fun k => cos (m * (π * k / N)))]
  split_ifs with h
  · -- all cosines equal one
    obtain ⟨c, rfl⟩ := h
    have hc : ∀ k : ℕ, cos (((2 * N * c : ℤ) : ℝ) * (π * k / N)) = 1 := by
      intro k
      have e : ((2 * N * c : ℤ) : ℝ) * (π * k / N) = ((c * k : ℤ) : ℝ) * (2 * π) := by
        push_cast
        field_simp
      rw [e, cos_int_mul_two_pi]
    simp only [hc, Finset.sum_const, Finset.card_range, nsmul_eq_mul]
    rw [div_eq_one_iff_eq (mul_ne_zero two_ne_zero hN0)]
    ring
  · -- the telescoped sum ends at a zero of the sine
    have hs : sin (m * π / (2 * N)) ≠ 0 := by
      intro h0
      obtain ⟨c, hc⟩ := sin_eq_zero_iff.1 h0
      apply h
      refine ⟨c, ?_⟩
      rw [eq_div_iff (mul_ne_zero two_ne_zero hN0)] at hc
      have h2 : (m : ℝ) = 2 * N * c := by
        apply mul_right_cancel₀ pi_ne_zero
        linear_combination -hc
      exact_mod_cast h2
    have ht := telescope (m * π / (2 * N)) N
    have e : (N : ℝ) * (2 * (m * π / (2 * N))) = m * π := by field_simp
    rw [e, sin_int_mul_pi, mul_zero] at ht
    have hz := (mul_eq_zero.1 ht).resolve_left hs
    have e2 : ∀ k : ℕ, (m : ℝ) * (π * k / N) = k * (2 * (m * π / (2 * N))) := by
      intro k
      field_simp
    simp only [e2]
    rw [hz, zero_div]
```

For non-integer $m$ the sum is $\cot b\,\sin(m\pi)/(2N)$, which is not zero. For $N=0$ the weight $1/N$ has no meaning; Lean sets it to zero, both averages vanish, and the claimed difference of one would be false.

## Chebyshev orders below $N$

The order $n$ measures how finely a moment probes the energy axis. Because $N\theta_k=\pi k$, the alternating sign is a shift of frequency:

$$(-1)^k\cos(n\theta_k)=\cos(n\theta_k+\pi k)=\cos((n+N)\theta_k).$$

Hence $D_n=C_{n+N}$, which is one if $2N$ divides $n+N$ and zero otherwise. `alternating_sum_cos` carries out the shift.

```lean
/-- With alternating signs, the weighted cosine sum is one if `2N` divides `n + N`, and zero
otherwise. -/
theorem alternating_sum_cos (N : ℕ) (hN : 1 ≤ N) (n : ℤ) :
    ∑ k ∈ Finset.range (N + 1), weight N k * ((-1) ^ k * cos (n * (π * k / N))) =
      if (2 * N : ℤ) ∣ n + N then 1 else 0 := by
  have hN0 : (N : ℝ) ≠ 0 := Nat.cast_ne_zero.2 (by omega)
  rw [← sum_weight_cos N hN (n + N)]
  refine Finset.sum_congr rfl fun k _ => ?_
  -- the sign shifts the frequency by `N`
  have e : ((n + N : ℤ) : ℝ) * (π * k / N) = n * (π * k / N) + k * π := by
    push_cast
    field_simp
  rw [e, cos_add_nat_mul_pi]
```

`moment_difference` then replaces the cosine by the Chebyshev polynomial. It holds for every integer `n`, since Mathlib indexes these polynomials by integers, with $T_{-n}=T_n$.

```lean
/-- At every integer order `n`, the even and odd Chebyshev moments differ by one if `2N`
divides `n + N`, and agree otherwise. -/
theorem moment_difference (N : ℕ) (hN : 1 ≤ N) (n : ℤ) :
    evenAverage N (Polynomial.Chebyshev.T ℝ n) - oddAverage N (Polynomial.Chebyshev.T ℝ n) =
      if (2 * N : ℤ) ∣ n + N then 1 else 0 := by
  rw [average_sub, ← alternating_sum_cos N hN n]
  refine Finset.sum_congr rfl fun k _ => ?_
  rw [level, Polynomial.Chebyshev.T_real_cos]
```

For $0\le n<N$ we have $N\le n+N<2N$, so $2N$ does not divide $n+N$ and the moments agree. At $n=N$ the sum is $2N$ and the difference is one. `indistinguishable_below_order` states both facts for natural-number orders. Its proof obtains the first from the fact that a divisor of a positive integer cannot exceed it.

```lean
/-- The even and odd spectra have equal Chebyshev moments of every order below `N`, while
the even moment of order `N` exceeds the odd one by exactly one. -/
theorem indistinguishable_below_order (N : ℕ) (hN : 1 ≤ N) :
    (∀ n : ℕ, n < N → evenAverage N (Polynomial.Chebyshev.T ℝ n) =
      oddAverage N (Polynomial.Chebyshev.T ℝ n)) ∧
    evenAverage N (Polynomial.Chebyshev.T ℝ N) -
      oddAverage N (Polynomial.Chebyshev.T ℝ N) = 1 := by
  constructor
  · intro n hn
    rw [← sub_eq_zero, moment_difference N hN, if_neg]
    intro h
    have := Int.le_of_dvd (by omega) h
    omega
  · rw [moment_difference N hN, if_pos]
    exact ⟨1, by ring⟩
```

Without the bound $n<N$, equality fails first at $n=N$. It returns at the next order and, among non-negative orders, fails again only at $3N, 5N$ and the further odd multiples of $N$.

## Polynomials of degree below $N$

The degree bound extends the result from Chebyshev moments to every average that a polynomial of limited degree can produce, including the ordinary power moments of the energy. The derivation by hand considers

$$S_j(m)=\sum_{k=0}^{N} w_k(-1)^k x_k^j\cos(m\theta_k)$$

and shows that it vanishes when $|m|+j<N$. For $j=0$ this is the previous result, since $0<m+N<2N$. For the step, the product formula

$$\cos\theta\cos(m\theta)=\tfrac12\left[\cos((m+1)\theta)+\cos((m-1)\theta)\right]$$

gives $S_{j+1}(m)=\tfrac12[S_j(m+1)+S_j(m-1)]$. If $|m|+j+1<N$, both terms on the right satisfy the condition for $j$ and vanish.

`alternating_sum_pow` is this induction. Its two inequalities on `m` together express $|m|+j<N$, and `key` is the product formula applied level by level.

```lean
/-- The alternating weighted sum of `cos^j θ cos (m θ)` over the level angles vanishes when
`|m| + j < N`. -/
theorem alternating_sum_pow (N j : ℕ) : ∀ m : ℤ, (j : ℤ) - N < m → m < (N : ℤ) - j →
    ∑ k ∈ Finset.range (N + 1),
      weight N k * ((-1) ^ k * (level N k ^ j * cos (m * (π * k / N)))) = 0 := by
  induction j with
  | zero =>
    intro m h1 h2
    simp only [pow_zero, one_mul]
    rw [alternating_sum_cos N (by omega), if_neg]
    intro h
    have := Int.le_of_dvd (by omega) h
    omega
  | succ j ih =>
    intro m h1 h2
    have hp := ih (m + 1) (by omega) (by omega)
    have hm := ih (m - 1) (by omega) (by omega)
    -- a factor `cos θ` couples the frequency `m` to `m + 1` and `m - 1`
    have key : ∀ k ∈ Finset.range (N + 1),
        weight N k * ((-1) ^ k * (level N k ^ (j + 1) * cos (m * (π * k / N)))) =
        (weight N k * ((-1) ^ k * (level N k ^ j * cos ((m + 1 : ℤ) * (π * k / N)))) +
          weight N k * ((-1) ^ k * (level N k ^ j * cos ((m - 1 : ℤ) * (π * k / N))))) / 2 := by
      intro k _
      have a : ((m + 1 : ℤ) : ℝ) * (π * k / N) = m * (π * k / N) + π * k / N := by
        push_cast; ring
      have b : ((m - 1 : ℤ) : ℝ) * (π * k / N) = m * (π * k / N) - π * k / N := by
        push_cast; ring
      rw [a, b, cos_add, cos_sub, pow_succ]
      simp only [level]
      ring
    rw [Finset.sum_congr rfl key, ← Finset.sum_div, Finset.sum_add_distrib, hp, hm]
    norm_num
```

Setting $m=0$ gives $\sum_k w_k(-1)^kx_k^j=0$ for all $j<N$. A polynomial of degree below $N$ is a combination of these powers, so its even and odd averages agree. `average_eq_of_natDegree_lt` expands `p` in its coefficients, exchanges the two sums and applies the lemma to each power. It needs no separate assumption $N\ge1$, because `p.natDegree < N` implies it.

```lean
/-- The even and odd spectra give the same average of every polynomial in the energy of
degree below `N`. -/
theorem average_eq_of_natDegree_lt (N : ℕ) (p : Polynomial ℝ) (hp : p.natDegree < N) :
    evenAverage N p = oddAverage N p := by
  rw [← sub_eq_zero, average_sub]
  simp only [Polynomial.eval_eq_sum_range' hp, Finset.mul_sum]
  rw [Finset.sum_comm]
  refine Finset.sum_eq_zero fun i hi => ?_
  have hi' := Finset.mem_range.1 hi
  have h := alternating_sum_pow N i 0 (by omega) (by omega)
  simp only [Int.cast_zero, zero_mul, cos_zero, mul_one] at h
  rw [← mul_zero (p.coeff i), ← h, Finset.mul_sum]
  refine Finset.sum_congr rfl fun k _ => ?_
  ring
```

For $N\ge1$, equality always fails at degree exactly $N$. If the leading coefficient is $a\neq0$, then $p$ is $aT_N/2^{N-1}$ plus a polynomial of lower degree, and the difference is $a/2^{N-1}$.

## Opposite parity, labels from $0$ to $N$

The hypotheses of `levels_disjoint` below say that one level is taken from each spectrum. For $0\le k\le N$ the angles $\theta_k$ lie in $[0,\pi]$, where the cosine is strictly decreasing. Equal energies would therefore mean equal labels, and a label cannot be both even and odd.

`levels_disjoint` follows this argument: `mem` places the angles in the interval, and `injOn_cos` turns equal cosines into equal angles. The assumption that `k` is odd and at most `N` also ensures $N\ge1$.

```lean
/-- The even and odd spectra have no level in common. -/
theorem levels_disjoint (N j k : ℕ) (hj : j ≤ N) (hk : k ≤ N) (hje : Even j) (hko : Odd k) :
    level N j ≠ level N k := by
  intro h
  have hkpos := hko.pos
  have hN : (0 : ℝ) < N := Nat.cast_pos.2 (by omega)
  have mem : ∀ i : ℕ, i ≤ N → π * i / N ∈ Set.Icc 0 π := by
    intro i hi
    have hi' : (i : ℝ) ≤ N := Nat.cast_le.2 hi
    refine ⟨by positivity, ?_⟩
    rw [div_le_iff₀ hN]
    exact mul_le_mul_of_nonneg_left hi' pi_pos.le
  -- the cosine is injective on `[0, π]`
  have e := injOn_cos (mem j hj) (mem k hk) h
  have e1 : π * (j : ℝ) = π * k := (div_left_inj' hN.ne').1 e
  have e2 : j = k := Nat.cast_injective (mul_left_cancel₀ pi_ne_zero e1)
  rw [e2] at hje
  exact Nat.not_even_iff_odd.2 hko hje

end

end IndistinguishableSpectra
```

If the parity assumptions are removed, $j=k$ is a counterexample. The bounds on the labels matter less: for $N\ge1$, equal cosines force $j\equiv\pm k \pmod{2N}$, which preserves parity even outside the range. The bounds keep both angles in the interval where injectivity applies directly.

The spectra could also have been modelled as measures, with a point mass $w_k$ at each $x_k$ and moments written as integrals. That would give averages of arbitrary functions of energy a place in the same definition, at the cost of first reducing each integral to a finite sum. The moment identities would be unchanged. In the present form the result concerns exact moments of two specific finite spectra; it includes neither stochastic trace estimates nor rounding errors.

```lean
#print axioms IndistinguishableSpectra.indistinguishable_below_order
#print axioms IndistinguishableSpectra.average_eq_of_natDegree_lt
#print axioms IndistinguishableSpectra.levels_disjoint
```

```
'IndistinguishableSpectra.indistinguishable_below_order' depends on axioms: [propext, Classical.choice, Quot.sound]
'IndistinguishableSpectra.average_eq_of_natDegree_lt' depends on axioms: [propext, Classical.choice, Quot.sound]
'IndistinguishableSpectra.levels_disjoint' depends on axioms: [propext, Classical.choice, Quot.sound]
```
